# In a pole expansion, separating two levels across a small gap takes a large total weight or a pole near the real axis

The model keeps only two energies of the spectrum: an occupied level $a$ and an empty level $b$. The pole expansion is a scalar function of a real energy,

$$r(x)=c+\sum_l \frac{w_l}{x-z_l},$$

with finitely many poles $z_l$, and it only has to be near 1 at $a$ and near 0 at $b$. There is no temperature or Fermi function. The constant, weights and poles are arbitrary complex numbers, and the poles need not form conjugate pairs.

```lean
import Mathlib

open Complex

namespace PoleExpansionGap

noncomputable section

variable {ι : Type*} [Fintype ι]

/-- The pole expansion `r(x) = c + ∑ w_l / (x - z_l)` at a real energy `x` that is not
one of the poles `z_l`. -/
def poleSum (c : ℂ) (w z : ι → ℂ) (x : ℝ) : ℂ :=
  c + ∑ l, w l / ((x : ℂ) - z l)
```

Here `poleSum c w z x` is $r(x)$, the finite type `ι` labels the poles, and `‖·‖` is the complex modulus. Write $g=b-a$ for the gap and $\varepsilon$ for `eps`. The main theorem, `weight_ge_sq_div_gap`, says that if $a<b$, every pole has $|\mathrm{Im}\,z_l|\ge d>0$, $|r(a)-1|\le\varepsilon$ and $|r(b)|\le\varepsilon$, then

$$\sum_l|w_l|\ \ge\ \frac{(1-2\varepsilon)\,d^2}{g}.$$

A gap centred at zero is the case $a=-g/2$, $b=g/2$.

For a non-interacting or mean-field Hamiltonian $H$, a finite expansion $r(H)$ of this kind replaces diagonalisation by resolvents $(H-z_l)^{-1}$, and errors of norm at most $\eta$ in these resolvents can add up to $\eta\sum_l|w_l|$ in the density matrix. The theorem bounds that factor from below, but says nothing about how many poles are needed.

## The occupied level lies below the empty one: $a<b$

The condition `hab` says that there is a gap. By hand, the gap enters through the difference of two resolvents:

$$\frac1{a-z}-\frac1{b-z}=\frac{b-a}{(a-z)(b-z)}.$$

```lean
/-- The resolvents of a pole off the real axis at two real energies differ by the energy
difference times the product of the two resolvents. -/
theorem resolvent_sub (a b : ℝ) {z : ℂ} (hz : z.im ≠ 0) :
    1 / ((a : ℂ) - z) - 1 / ((b : ℂ) - z)
      = ((b : ℂ) - a) / (((a : ℂ) - z) * ((b : ℂ) - z)) := by
  have hne : ∀ x : ℝ, (x : ℂ) - z ≠ 0 := by
    intro x h
    apply hz
    have h' := congrArg Complex.im h
    simpa using h'
  rw [div_sub_div _ _ (hne a) (hne b)]
  congr 1
  ring
```

The proof puts the left side over a common denominator. The assumption `hz` makes both denominators nonzero, since a real energy cannot equal a pole off the axis.

The later proofs use $a<b$ to replace $|b-a|$ by $b-a$ and to multiply through by a positive gap. With the order reversed, the right side of the main bound is negative for $\varepsilon<1/2$ and the bound says nothing. For $\varepsilon>1/2$ it fails: the constant $r=1/2$ meets both accuracy conditions with zero weight, while the claimed lower bound is positive.

## All poles keep a height $d$ from the real axis

For a Hermitian matrix $H$, a pole $z$ at height at least $d$ has a resolvent of norm at most $1/d$, so the shifted linear system has condition number at most $\|H-z\|/d$. By hand, the height bounds the product of distances $P=|(a-z)(b-z)|$ from below. With $z=s+iy$,

$$P^2=\big((a-s)^2+y^2\big)\big((b-s)^2+y^2\big)=\big((a-s)(b-s)+y^2\big)^2+g^2y^2,$$

so $P\ge g|y|\ge gd$.

```lean
/-- The squared product of the distances from a pole to two real energies, written with
the real and imaginary parts of the pole. -/
theorem norm_sq_distances (a b : ℝ) (z : ℂ) :
    ‖((a : ℂ) - z) * ((b : ℂ) - z)‖ ^ 2
      = ((a - z.re) ^ 2 + z.im ^ 2) * ((b - z.re) ^ 2 + z.im ^ 2) := by
  rw [Complex.sq_norm, Complex.normSq_mul, Complex.normSq_apply, Complex.normSq_apply]
  simp only [Complex.sub_re, Complex.sub_im, Complex.ofReal_re, Complex.ofReal_im]
  ring

/-- For a pole at height at least `d > 0` above or below the real axis, the product of its
distances to the energies `a < b` is at least `(b - a) d`. -/
theorem gap_mul_le_distances {a b d : ℝ} {z : ℂ} (hab : a < b) (hd : 0 < d)
    (hz : d ≤ |z.im|) : (b - a) * d ≤ ‖((a : ℂ) - z) * ((b : ℂ) - z)‖ := by
  have hy : d ^ 2 ≤ z.im ^ 2 := by
    rw [← sq_abs z.im]
    exact pow_le_pow_left₀ hd.le hz 2
  refine (sq_le_sq₀ (mul_nonneg (sub_pos.2 hab).le hd.le) (norm_nonneg _)).1 ?_
  rw [norm_sq_distances]
  nlinarith [mul_le_mul_of_nonneg_left hy (sq_nonneg (b - a)),
    sq_nonneg ((a - z.re) * (b - z.re) + z.im ^ 2)]
```

The first lemma is the product formula for $P^2$. The second squares the claim with `sq_le_sq₀`, inserts the formula and leaves a polynomial inequality to `nlinarith`.

Without a height condition the weights can be tiny. A single pole at $a+i\delta$ with weight $-i\delta$ and $c=0$ gives $r(a)=1$ and $|r(b)|\le\delta/g$, so for fixed $g$ and $\varepsilon>0$ the total weight can be made as small as one likes. The positivity `hd` matters less: at $d=0$ the main bound is trivially true, and only a negative $d$, which would make the height condition empty while $d^2$ stays positive, has to be excluded.

## A gap of at most $2d$ gives a sharper bound

The condition `hgap` describes a gap that is small on the scale of the pole height. Measure the real part of the pole from midgap, $u=s-(a+b)/2$. Then

$$P^2=u^4+2u^2\Big(y^2-\frac{g^2}4\Big)+\Big(y^2+\frac{g^2}4\Big)^2.$$

If $g\le2d$, then $y^2\ge d^2\ge g^2/4$, the first two terms are nonnegative, and $P\ge d^2+g^2/4$.

```lean
/-- If the gap `b - a > 0` is at most `2d` and the pole has height at least `d > 0`, the
product of its distances to `a` and `b` is at least `d² + (b - a)²/4`. -/
theorem sq_add_le_distances {a b d : ℝ} {z : ℂ} (hab : a < b) (hd : 0 < d)
    (hgap : b - a ≤ 2 * d) (hz : d ≤ |z.im|) :
    d ^ 2 + (b - a) ^ 2 / 4 ≤ ‖((a : ℂ) - z) * ((b : ℂ) - z)‖ := by
  have hy : d ^ 2 ≤ z.im ^ 2 := by
    rw [← sq_abs z.im]
    exact pow_le_pow_left₀ hd.le hz 2
  have hh : (b - a) ^ 2 / 4 ≤ d ^ 2 := by
    have := pow_le_pow_left₀ (sub_pos.2 hab).le hgap 2
    linarith
  have hs : (d ^ 2 + (b - a) ^ 2 / 4) ^ 2 ≤ (z.im ^ 2 + (b - a) ^ 2 / 4) ^ 2 :=
    pow_le_pow_left₀ (by positivity) (by linarith) 2
  have hu : 0 ≤ (z.re - (a + b) / 2) ^ 2 * (z.im ^ 2 - (b - a) ^ 2 / 4) :=
    mul_nonneg (sq_nonneg _) (by linarith)
  refine (sq_le_sq₀ (by positivity) (norm_nonneg _)).1 ?_
  rw [norm_sq_distances]
  -- measure the real part of the pole from midgap
  nlinarith [sq_nonneg ((z.re - (a + b) / 2) ^ 2)]
```

The tactic `nlinarith` closes both distance estimates. It looks for nonnegative multiples of known inequalities, supplied hints and products of these that add up to the goal. Here the ingredients already suffice without further products. The difference between the two sides of the squared goal is

$$u^4+2\cdot u^2\Big(y^2-\frac{g^2}4\Big)+\Big[\Big(y^2+\frac{g^2}4\Big)^2-\Big(d^2+\frac{g^2}4\Big)^2\Big],$$

whose three terms are the hint passed to `nlinarith`, twice `hu`, and `hs`. In the previous lemma the two hints, each taken once, do the same job. The physicist's choice of midgap coordinate thus enters the proof as a choice of hints.

For every $g>2d$ the sharper estimate fails: a pole at height $d$ with $u^2=g^2/4-d^2$ has $P=gd$, which is less than $d^2+g^2/4$.

## The expansion is accurate at both levels

The conditions `hocc` and `hemp` say that $r$ reproduces the occupations 1 and 0 to within $\varepsilon$. By hand, write

$$1=[r(a)-r(b)]-[r(a)-1]+r(b),$$

so that $1-2\varepsilon\le|r(a)-r(b)|$. The constant $c$ cancels in the difference, and if $P_l\ge K>0$ for every pole, the resolvent identity gives

$$1-2\varepsilon\le|r(a)-r(b)|\le\sum_l|w_l|\frac{g}{P_l}\le\frac gK\sum_l|w_l|.$$

Hence $\sum_l|w_l|\ge(1-2\varepsilon)K/g$.

```lean
/-- Let all poles lie off the real axis, with product of distances to `a < b` at least
`K > 0`. If `r` is within `eps` of 1 at `a` and of 0 at `b`, the total absolute weight is
at least `(1 - 2 eps) K / (b - a)`. -/
theorem weight_ge_of_distances {c : ℂ} {w z : ι → ℂ} {a b eps K : ℝ} (hab : a < b)
    (hz : ∀ l, (z l).im ≠ 0) (hK : 0 < K)
    (hKz : ∀ l, K ≤ ‖((a : ℂ) - z l) * ((b : ℂ) - z l)‖)
    (hocc : ‖poleSum c w z a - 1‖ ≤ eps) (hemp : ‖poleSum c w z b‖ ≤ eps) :
    (1 - 2 * eps) * K / (b - a) ≤ ∑ l, ‖w l‖ := by
  have hg : 0 < b - a := sub_pos.2 hab
  have hn : ‖(b : ℂ) - a‖ = b - a := by
    rw [← Complex.ofReal_sub, Complex.norm_real, Real.norm_eq_abs, abs_of_pos hg]
  have hdiff : poleSum c w z a - poleSum c w z b
      = ∑ l, w l * (((b : ℂ) - a) / (((a : ℂ) - z l) * ((b : ℂ) - z l))) := by
    unfold poleSum
    rw [add_sub_add_left_eq_sub, ← Finset.sum_sub_distrib]
    refine Finset.sum_congr rfl fun l _ => ?_
    rw [← resolvent_sub a b (hz l)]
    ring
  -- the drop across the gap is limited by the weights
  have hup : ‖poleSum c w z a - poleSum c w z b‖ ≤ ∑ l, ‖w l‖ * ((b - a) / K) := by
    rw [hdiff]
    refine (norm_sum_le _ _).trans (Finset.sum_le_sum fun l _ => ?_)
    rw [norm_mul, norm_div, hn]
    exact mul_le_mul_of_nonneg_left
      (div_le_div_of_nonneg_left hg.le hK (hKz l)) (norm_nonneg _)
  -- and it is at least `1 - 2 eps`
  have hlow : 1 - 2 * eps ≤ ‖poleSum c w z a - poleSum c w z b‖ := by
    have e : (poleSum c w z a - poleSum c w z b) - (poleSum c w z a - 1)
        + poleSum c w z b = 1 := by ring
    have t1 := norm_add_le ((poleSum c w z a - poleSum c w z b) - (poleSum c w z a - 1))
      (poleSum c w z b)
    have t2 := norm_sub_le (poleSum c w z a - poleSum c w z b) (poleSum c w z a - 1)
    rw [e, norm_one] at t1
    linarith
  rw [← Finset.sum_mul] at hup
  have h := hlow.trans hup
  rw [← mul_div_assoc, le_div_iff₀ hK] at h
  rw [div_le_iff₀ hg]
  exact h
```

In the proof, `hdiff` is the resolvent identity summed over poles, `hup` the upper estimate and `hlow` the lower one. Both accuracy conditions are used in `hlow`. If only one is kept, a constant $r=1$ or $r=0$ satisfies it with zero weight and violates the bound whenever $0\le\varepsilon<1/2$.

The choice $K=gd$ gives $\sum_l|w_l|\ge(1-2\varepsilon)d$ for every gap:

```lean
/-- If all poles have height at least `d > 0` and `r` is within `eps` of 1 at `a` and of 0
at `b > a`, the total absolute weight is at least `(1 - 2 eps) d`, whatever the gap. -/
theorem weight_ge_height {c : ℂ} {w z : ι → ℂ} {a b d eps : ℝ} (hab : a < b)
    (hd : 0 < d) (hz : ∀ l, d ≤ |(z l).im|)
    (hocc : ‖poleSum c w z a - 1‖ ≤ eps) (hemp : ‖poleSum c w z b‖ ≤ eps) :
    (1 - 2 * eps) * d ≤ ∑ l, ‖w l‖ := by
  have hg : 0 < b - a := sub_pos.2 hab
  have h := weight_ge_of_distances hab (fun l => abs_pos.1 (hd.trans_le (hz l)))
    (mul_pos hg hd) (fun l => gap_mul_le_distances hab hd (hz l)) hocc hemp
  rwa [mul_div_assoc, mul_div_cancel_left₀ _ hg.ne'] at h
```

The choice $K=d^2+g^2/4$ gives the bound for $g\le2d$:

```lean
/-- If all poles have height at least `d > 0`, the gap `b - a > 0` is at most `2d`, and `r`
is within `eps` of 1 at `a` and of 0 at `b`, the total absolute weight is at least
`(1 - 2 eps) (d² + (b - a)²/4) / (b - a)`. -/
theorem weight_ge_small_gap {c : ℂ} {w z : ι → ℂ} {a b d eps : ℝ} (hab : a < b)
    (hd : 0 < d) (hgap : b - a ≤ 2 * d) (hz : ∀ l, d ≤ |(z l).im|)
    (hocc : ‖poleSum c w z a - 1‖ ≤ eps) (hemp : ‖poleSum c w z b‖ ≤ eps) :
    (1 - 2 * eps) * (d ^ 2 + (b - a) ^ 2 / 4) / (b - a) ≤ ∑ l, ‖w l‖ :=
  weight_ge_of_distances hab (fun l => abs_pos.1 (hd.trans_le (hz l))) (by positivity)
    (fun l => sq_add_le_distances hab hd hgap (hz l)) hocc hemp
```

The main theorem takes $K=d^2$. By hand this is immediate, because each of the two distances is at least $|\mathrm{Im}\,z_l|\ge d$. The Lean proof draws it from the sharper estimates by splitting at $g=2d$: below, $d^2+g^2/4\ge d^2$; above, $gd\ge2d^2\ge d^2$.

```lean
/-- Main theorem: if all poles have height at least `d > 0` and `r` is within `eps` of 1 at
the occupied level `a` and of 0 at the empty level `b > a`, the total absolute weight is at
least `(1 - 2 eps) d² / (b - a)`. -/
theorem weight_ge_sq_div_gap {c : ℂ} {w z : ι → ℂ} {a b d eps : ℝ} (hab : a < b)
    (hd : 0 < d) (hz : ∀ l, d ≤ |(z l).im|)
    (hocc : ‖poleSum c w z a - 1‖ ≤ eps) (hemp : ‖poleSum c w z b‖ ≤ eps) :
    (1 - 2 * eps) * d ^ 2 / (b - a) ≤ ∑ l, ‖w l‖ := by
  refine weight_ge_of_distances hab (fun l => abs_pos.1 (hd.trans_le (hz l)))
    (by positivity) (fun l => ?_) hocc hemp
  rcases le_total (b - a) (2 * d) with h | h
  · have := sq_add_le_distances hab hd h (hz l)
    linarith [sq_nonneg (b - a)]
  · have := gap_mul_le_distances hab hd (hz l)
    nlinarith [mul_le_mul_of_nonneg_right h hd.le, sq_nonneg d]
```

## The error against one half

An error of $1/2$ is what a constant $r=1/2$ achieves, so $\varepsilon<1/2$ means that the expansion really distinguishes the levels. The weight bounds hold without this condition, but for $\varepsilon\ge1/2$ they are trivial.

The weaker condition $\varepsilon\le1/2$ appears in an explicit example. Put one pole at $id$, with weight $-W$ and

$$W=\frac{(1-2\varepsilon)(d^2+g^2/4)}g,\qquad c=\frac12+(1-2\varepsilon)\frac dg\,i.$$

The pole term equals $(1-2\varepsilon)(\tfrac12-\tfrac dg i)$ at $-g/2$ and $-(1-2\varepsilon)(\tfrac12+\tfrac dg i)$ at $g/2$. Adding $c$ cancels the imaginary parts and leaves $1-\varepsilon$ and $\varepsilon$.

```lean
/-- For `g > 0` and `eps ≤ 1/2`, one pole at `i d` with absolute weight
`(1 - 2 eps) (d² + g²/4) / g` and a suitable constant gives exactly `1 - eps` at `-g/2`
and `eps` at `g/2`. -/
theorem small_gap_bound_attained {g d eps W : ℝ} (hg : 0 < g) (he : eps ≤ 1 / 2)
    (hW : W = (1 - 2 * eps) * (d ^ 2 + g ^ 2 / 4) / g) :
    poleSum (1 / 2 + (1 - 2 * eps) * (d / g) * I) (fun _ : Fin 1 => -(W : ℂ))
        (fun _ => d * I) (-g / 2) = 1 - eps ∧
      poleSum (1 / 2 + (1 - 2 * eps) * (d / g) * I) (fun _ : Fin 1 => -(W : ℂ))
        (fun _ => d * I) (g / 2) = eps ∧
      ‖-(W : ℂ)‖ = W := by
  have hg' : (g : ℂ) ≠ 0 := Complex.ofReal_ne_zero.2 hg.ne'
  have hk : (d : ℂ) / g * g = d := div_mul_cancel₀ _ hg'
  have hWr : W * g = (1 - 2 * eps) * (d ^ 2 + g ^ 2 / 4) := by
    rw [hW]
    exact div_mul_cancel₀ _ hg.ne'
  have hWg : (W : ℂ) * g = (1 - 2 * eps) * (d ^ 2 + g ^ 2 / 4) := by
    exact_mod_cast hWr
  have hne : ∀ x : ℝ, x ≠ 0 → (x : ℂ) - d * I ≠ 0 := by
    intro x hx h
    have h' := congrArg Complex.re h
    simp only [Complex.sub_re, Complex.ofReal_re, Complex.mul_re, Complex.I_re,
      Complex.I_im, Complex.ofReal_im, Complex.zero_re] at h'
    exact hx (by linarith)
  -- the pole term at the energies `-g/2` and `g/2`
  have h1 : -(W : ℂ) / (((-g / 2 : ℝ) : ℂ) - d * I)
      = (1 - 2 * eps) * (1 / 2 - d / g * I) := by
    rw [div_eq_iff (hne _ (by linarith : -g / 2 < 0).ne)]
    apply mul_right_cancel₀ hg'
    push_cast
    linear_combination -hWg - (1 - 2 * (eps : ℂ)) * d ^ 2 * Complex.I_sq
      + (1 - 2 * (eps : ℂ)) * I * (-g / 2 - d * I) * hk
  have h2 : -(W : ℂ) / (((g / 2 : ℝ) : ℂ) - d * I)
      = -((1 - 2 * eps) * (1 / 2 + d / g * I)) := by
    rw [div_eq_iff (hne _ (half_pos hg).ne')]
    apply mul_right_cancel₀ hg'
    push_cast
    linear_combination -hWg - (1 - 2 * (eps : ℂ)) * d ^ 2 * Complex.I_sq
      + (1 - 2 * (eps : ℂ)) * I * (g / 2 - d * I) * hk
  refine ⟨?_, ?_, ?_⟩
  · simp only [poleSum, Finset.univ_unique, Finset.sum_singleton]
    rw [h1]
    ring
  · simp only [poleSum, Finset.univ_unique, Finset.sum_singleton]
    rw [h2]
    ring
  · have hW0 : 0 ≤ W := by
      rw [hW]
      exact div_nonneg (mul_nonneg (by linarith) (by positivity)) hg.le
    rw [norm_neg, Complex.norm_real, Real.norm_eq_abs, abs_of_nonneg hW0]
```

The steps `h1` and `h2` compute the two pole terms. The condition `he` makes $W$ nonnegative, so that it equals the absolute weight; for $\varepsilon>1/2$ that equality fails. When $0\le\varepsilon\le1/2$, $d>0$ and $g\le2d$, the example meets the hypotheses of `weight_ge_small_gap` with equality in its conclusion.

The strict condition is used to turn the main bound around. If $\varepsilon<1/2$, some pole satisfies

$$|\mathrm{Im}\,z_l|^2\le\frac{g\sum_k|w_k|}{1-2\varepsilon},$$

so with limited total weight a small gap forces a pole near the real axis. By hand, take the pole of least height and use that height as $d$ in the main bound.

```lean
/-- If `r` is within `eps < 1/2` of 1 at `a` and of 0 at `b > a`, some pole has squared
height at most `(b - a) ∑ |w_l| / (1 - 2 eps)`. -/
theorem exists_pole_near_axis {c : ℂ} {w z : ι → ℂ} {a b eps : ℝ} (hab : a < b)
    (he : eps < 1 / 2)
    (hocc : ‖poleSum c w z a - 1‖ ≤ eps) (hemp : ‖poleSum c w z b‖ ≤ eps) :
    ∃ l, |(z l).im| ^ 2 ≤ (b - a) * (∑ k, ‖w k‖) / (1 - 2 * eps) := by
  have hg : 0 < b - a := sub_pos.2 hab
  have he' : 0 < 1 - 2 * eps := by linarith
  rcases isEmpty_or_nonempty ι with hι | hι
  · -- without poles `r` is constant and cannot drop across the gap
    have h := weight_ge_sq_div_gap (d := 1) hab one_pos (fun l => isEmptyElim l) hocc hemp
    rw [Finset.univ_eq_empty, Finset.sum_empty] at h
    have hpos : 0 < (1 - 2 * eps) * 1 ^ 2 / (b - a) :=
      div_pos (mul_pos he' (by norm_num)) hg
    exact absurd h (not_le_of_gt hpos)
  · -- take the pole closest to the real axis
    obtain ⟨m, hm⟩ := Finite.exists_min (fun l => |(z l).im|)
    refine ⟨m, ?_⟩
    rw [le_div_iff₀ he']
    rcases (abs_nonneg (z m).im).eq_or_lt with h | h
    · have hS : 0 ≤ (b - a) * ∑ k, ‖w k‖ :=
        mul_nonneg hg.le (Finset.sum_nonneg fun k _ => norm_nonneg _)
      rw [← h]
      linarith
    · have hw := weight_ge_sq_div_gap hab h hm hocc hemp
      rw [div_le_iff₀ hg] at hw
      linarith

end

end PoleExpansionGap
```

The proof finds this pole with `Finite.exists_min`. If its height is zero, the claim is immediate because the right side is nonnegative. If there are no poles at all, the main bound with $d=1$ gives a contradiction. For every $\varepsilon\ge1/2$ the conclusion can fail, since the constant $r=1/2$ meets the accuracy conditions with no pole to find.

```lean
#print axioms PoleExpansionGap.weight_ge_small_gap
#print axioms PoleExpansionGap.weight_ge_sq_div_gap
#print axioms PoleExpansionGap.small_gap_bound_attained
#print axioms PoleExpansionGap.exists_pole_near_axis
```

```
'PoleExpansionGap.weight_ge_small_gap' depends on axioms: [propext, Classical.choice, Quot.sound]
'PoleExpansionGap.weight_ge_sq_div_gap' depends on axioms: [propext, Classical.choice, Quot.sound]
'PoleExpansionGap.small_gap_bound_attained' depends on axioms: [propext, Classical.choice, Quot.sound]
'PoleExpansionGap.exists_pole_near_axis' depends on axioms: [propext, Classical.choice, Quot.sound]
```
